# In the elastic approximation, equipartition underestimates acoustic-phonon scattering by a relative amount at most quadratic in phonon energy over temperature

Let $x>0$ be the energy of a phonon mode divided by the thermal energy $k_BT$, and $N=1/(e^x-1)$ its Bose occupation. In the elastic approximation the phonon energy is neglected in the electron's energy balance, and absorption and emission lead to the same final states. Absorption scales with $N$ and emission with $N+1$, so together they give

$$2N+1=\frac{e^x+1}{e^x-1}.$$

Equipartition replaces this by $2/x$. To see the sign of the error, clear the positive denominators: $2/x<2N+1$ is equivalent to $g(x)>0$, where

$$g(x)=(x-2)e^x+x+2 .$$

Here $g(0)=0$. The derivative $g'(x)=(x-1)e^x+1$ also vanishes at zero, and $g''(x)=xe^x$ is positive for $x>0$. Hence $g'$ and then $g$ are positive, and equipartition is too low. The two bounds in (b) are proved in the same way, with more differentiations.

## Bose factor, scattering weight and angular integral

```lean
import Mathlib

open Filter Topology MeasureTheory

namespace AcousticEquipartition

noncomputable section
```

All quantities are real numbers, in units with $\hbar=k_B=1$. `bose x` is $N$.

```lean
/-- Bose occupation of a phonon mode whose energy is `x` in units of the temperature. -/
def bose (x : ℝ) : ℝ := 1 / (Real.exp x - 1)
```

The error of equipartition, taken relative to the equipartition value $2/x$ and not to the exact $2N+1$, is $\varepsilon(x)=(2N+1-2/x)/(2/x)$.

```lean
/-- Excess of absorption plus emission, `2N + 1`, over its equipartition value `2/x`, as a fraction
of `2/x`. -/
def equipartitionError (x : ℝ) : ℝ := (2 * bose x + 1 - 2 / x) / (2 / x)
```

For a phonon of wave number $q$ and sound velocity $s$ at temperature $T$, linear dispersion gives $x=sq/T$. The squared deformation-potential matrix element is proportional to $q$, which leads to the weight $W(q)=q(2N+1)$. Its constant prefactor is omitted.

```lean
/-- Acoustic scattering weight `q (2N + 1)` for sound velocity `s`, temperature `T` and
phonon wave number `q`, in units where `ħ` and `k_B` are one. -/
def acousticWeight (s T q : ℝ) : ℝ := q * (2 * bose (s * q / T) + 1)
```

An electron scattered elastically through the angle $\theta$ on a sphere of radius $k$ exchanges $q=2k\sin(\theta/2)$. Momentum loss contributes $1-\cos\theta$ and the solid angle $\sin\theta$, so the relaxation integral is

$$R=\int_0^\pi W\bigl(2k\sin(\theta/2)\bigr)(1-\cos\theta)\sin\theta\,d\theta .$$

```lean
/-- Momentum-relaxation integral over the scattering angle for elastic scattering at wave
number `k`, where the phonon carries `q = 2 k sin (θ/2)`; constant prefactors are left out. -/
def relaxationIntegral (s T k : ℝ) : ℝ :=
  ∫ θ in (0 : ℝ)..Real.pi,
    acousticWeight s T (2 * k * Real.sin (θ / 2)) * ((1 - Real.cos θ) * Real.sin θ)
```

The model has one isotropic acoustic branch and neglects the phonon energy in the electron's energy balance. Screening and other scattering channels are absent.

The functions to be differentiated all have the form of $g$, with polynomials up to cubic order.

```lean
/-- A cubic polynomial times the exponential, plus a second cubic polynomial. -/
def cubicExp (a b c d p q r t x : ℝ) : ℝ :=
  (a * x ^ 3 + b * x ^ 2 + c * x + d) * Real.exp x + (p * x ^ 3 + q * x ^ 2 + r * x + t)
```

## (a) Positivity from one derivative

Let $F(x)=(ax^3+bx^2+cx+d)e^x+px^3+qx^2+rx+t$, where the letters are only coefficients. Show that

$$d+t=0,\quad F'>0 \text{ on } (0,\infty)\quad\Longrightarrow\quad F>0 \text{ on } (0,\infty).$$

**Solution.** The product rule gives

$$F'(x)=\bigl(ax^3+(b+3a)x^2+(c+2b)x+(d+c)\bigr)e^x+3px^2+2qx+r,$$

which has the same form as $F$. Since $F'>0$, $F$ increases strictly from $F(0)=d+t=0$.

In Lean, the hypothesis `hp` states positivity of `cubicExp` with the new coefficients, `hd` proves that this is the derivative, and `strictMonoOn_of_deriv_pos` supplies the monotonicity.

```lean
/-- If a function of the form `cubicExp` vanishes at zero and its derivative is positive for `x >
0`, then the function is positive for `x > 0`. -/
theorem cubicExp_pos_step {a b c d p q r t : ℝ} (h0 : d + t = 0)
    (hp : ∀ x, 0 < x →
      0 < cubicExp a (b + 3 * a) (c + 2 * b) (d + c) 0 (3 * p) (2 * q) r x) :
    ∀ x, 0 < x → 0 < cubicExp a b c d p q r t x := by
  have poly : ∀ a b c d x : ℝ, HasDerivAt (fun y : ℝ => a * y ^ 3 + b * y ^ 2 + c * y + d)
      (3 * a * x ^ 2 + 2 * b * x + c) x := by
    intro a b c d x
    refine (((((hasDerivAt_pow 3 x).const_mul a).fun_add
      ((hasDerivAt_pow 2 x).const_mul b)).fun_add
      ((hasDerivAt_id' x).const_mul c)).add_const d).congr_deriv ?_
    simp only [Nat.cast_ofNat, Nat.reduceSub]
    ring
  have hd : ∀ x, HasDerivAt (cubicExp a b c d p q r t)
      (cubicExp a (b + 3 * a) (c + 2 * b) (d + c) 0 (3 * p) (2 * q) r x) x := by
    intro x
    refine (((poly a b c d x).fun_mul (Real.hasDerivAt_exp x)).fun_add
      (poly p q r t x)).congr_deriv ?_
    unfold cubicExp
    ring
  -- a positive derivative makes the function strictly increasing from its value at zero
  have hm : StrictMonoOn (cubicExp a b c d p q r t) (Set.Ici 0) := by
    apply strictMonoOn_of_deriv_pos (convex_Ici 0)
    · exact fun y _ => (hd y).continuousAt.continuousWithinAt
    · intro y hy
      rw [interior_Ici] at hy
      rw [(hd y).deriv]
      exact hp y hy
  intro x hx
  have h := hm (Set.mem_Ici.2 le_rfl) (Set.mem_Ici.2 hx.le) hx
  have hz : cubicExp a b c d p q r t 0 = 0 := by
    simp [cubicExp, h0]
  linarith
```

## (b) Absorption plus emission between two rational functions

Show that for $x>0$

$$\frac2x+\frac{10x}{60+x^2}<2N+1<\frac2x+\frac x6 .$$

**Solution.** The left side is $(120+12x^2)/\bigl(x(60+x^2)\bigr)$. Clearing denominators turns the lower bound into $F>0$, and differentiation gives

$$\begin{aligned}
F&=(x^3-12x^2+60x-120)e^x+x^3+12x^2+60x+120,\\
F'&=(x^3-9x^2+36x-60)e^x+3x^2+24x+60,\\
F''&=(x^3-6x^2+18x-24)e^x+6x+24,\\
F'''&=(x^3-3x^2+6x-6)e^x+6,\\
F''''&=x^3e^x .
\end{aligned}$$

The first four vanish at zero and the last is positive for $x>0$, so four uses of (a) give $F>0$.

The right side is $(12+x^2)/(6x)$, and the upper bound becomes $G>0$ with

$$\begin{aligned}
G&=(x^2-6x+12)e^x-x^2-6x-12,\\
G'&=(x^2-4x+6)e^x-2x-6,\\
G''&=(x^2-2x+2)e^x-2,\\
G'''&=x^2e^x .
\end{aligned}$$

Three uses of (a) finish the argument.

`hlow` and `hupp` are these two chains. `div_lt_div_iff₀` clears the denominators, using $e^x-1>0$.

```lean
/-- Absorption plus emission lies between `2/x + 10x/(60 + x²)` and `2/x + x/6`. -/
theorem two_bose_add_one_bounds {x : ℝ} (hx : 0 < x) :
    2 / x + 10 * x / (60 + x ^ 2) < 2 * bose x + 1 ∧ 2 * bose x + 1 < 2 / x + x / 6 := by
  have hE : 0 < Real.exp x - 1 := by linarith [Real.add_one_lt_exp hx.ne']
  have hN : 2 * bose x + 1 = (Real.exp x + 1) / (Real.exp x - 1) := by
    unfold bose
    rw [eq_div_iff hE.ne', add_mul, mul_assoc, one_div, inv_mul_cancel₀ hE.ne']
    ring
  -- four differentiations lead to `x³ eˣ`
  have hlow : 0 < cubicExp 1 (-12) 60 (-120) 1 12 60 120 x := by
    refine cubicExp_pos_step (by norm_num) ?_ x hx
    refine cubicExp_pos_step (by norm_num) ?_
    refine cubicExp_pos_step (by norm_num) ?_
    refine cubicExp_pos_step (by norm_num) ?_
    intro y hy
    have h : 0 < y ^ 3 * Real.exp y := by positivity
    unfold cubicExp
    linarith
  -- three differentiations lead to `x² eˣ`
  have hupp : 0 < cubicExp 0 1 (-6) 12 0 (-1) (-6) (-12) x := by
    refine cubicExp_pos_step (by norm_num) ?_ x hx
    refine cubicExp_pos_step (by norm_num) ?_
    refine cubicExp_pos_step (by norm_num) ?_
    intro y hy
    have h : 0 < y ^ 2 * Real.exp y := by positivity
    unfold cubicExp
    linarith
  unfold cubicExp at hlow hupp
  rw [hN]
  constructor
  · have e : 2 / x + 10 * x / (60 + x ^ 2) = (120 + 12 * x ^ 2) / (x * (60 + x ^ 2)) := by
      rw [div_add_div _ _ (by positivity) (by positivity),
        div_eq_div_iff (by positivity) (by positivity)]
      ring
    rw [e, div_lt_div_iff₀ (by positivity) hE]
    linarith
  · have e : 2 / x + x / 6 = (12 + x ^ 2) / (6 * x) := by
      rw [div_add_div _ _ (by positivity) (by positivity),
        div_eq_div_iff (by positivity) (by positivity)]
      ring
    rw [e, div_lt_div_iff₀ hE (by positivity)]
    linarith
```

## (c) The relative error

Show that for $x>0$

$$\frac{5x^2}{60+x^2}<\varepsilon(x)<\frac{x^2}{12}.$$

**Solution.** Subtract $2/x$ throughout (b) and multiply by $x/2$. The outer terms become

$$\frac{10x}{60+x^2}\cdot\frac x2=\frac{5x^2}{60+x^2},\qquad \frac x6\cdot\frac x2=\frac{x^2}{12}.$$

The two equations named `e` in the proof are these products, read backwards.

```lean
/-- For `x > 0` the equipartition error, as a fraction of `2/x`, lies between `5x²/(60 + x²)` and
`x²/12`. -/
theorem equipartitionError_bounds {x : ℝ} (hx : 0 < x) :
    5 * x ^ 2 / (60 + x ^ 2) < equipartitionError x ∧ equipartitionError x < x ^ 2 / 12 := by
  obtain ⟨h1, h2⟩ := two_bose_add_one_bounds hx
  have h2x : 0 < 2 / x := by positivity
  unfold equipartitionError
  constructor
  · rw [lt_div_iff₀ h2x]
    have e : 5 * x ^ 2 / (60 + x ^ 2) * (2 / x) = 10 * x / (60 + x ^ 2) := by
      rw [div_mul_div_comm, div_eq_div_iff (by positivity) (by positivity)]
      ring
    linarith
  · rw [div_lt_iff₀ h2x]
    have e : x ^ 2 / 12 * (2 / x) = x / 6 := by
      rw [div_mul_div_comm, div_eq_div_iff (by positivity) (by positivity)]
      ring
    linarith
```

## (d) The leading coefficient

Show that

$$\lim_{x\to0^+}\frac{\varepsilon(x)}{x^2}=\frac1{12}.$$

**Solution.** Dividing (c) by $x^2>0$ gives

$$\frac5{60+x^2}<\frac{\varepsilon(x)}{x^2}<\frac1{12},$$

and the left side tends to $5/60=1/12$. No smaller coefficient would therefore serve in the upper bound of (c) for all $x>0$.

The filter `𝓝[>] 0` expresses the approach from above, and `tendsto_of_tendsto_of_tendsto_of_le_of_le'` is the squeeze.

```lean
/-- As `x` tends to zero from above, the relative error divided by `x²` tends to `1/12`. -/
theorem equipartitionError_coefficient :
    Tendsto (fun x => equipartitionError x / x ^ 2) (𝓝[>] 0) (𝓝 (1 / 12)) := by
  have hc : ContinuousAt (fun x : ℝ => 5 / (60 + x ^ 2)) 0 :=
    ContinuousAt.div (by fun_prop) (by fun_prop) (by norm_num)
  have hl : Tendsto (fun x : ℝ => 5 / (60 + x ^ 2)) (𝓝[>] 0) (𝓝 (1 / 12)) := by
    have h := hc.tendsto.mono_left (nhdsWithin_le_nhds (s := Set.Ioi 0))
    have e : (5 : ℝ) / (60 + 0 ^ 2) = 1 / 12 := by norm_num
    rwa [e] at h
  refine tendsto_of_tendsto_of_tendsto_of_le_of_le' hl tendsto_const_nhds ?_ ?_
  · filter_upwards [self_mem_nhdsWithin] with x hx
    have hx' : 0 < x := hx
    rw [le_div_iff₀ (by positivity), div_mul_eq_mul_div]
    exact (equipartitionError_bounds hx').1.le
  · filter_upwards [self_mem_nhdsWithin] with x hx
    have hx' : 0 < x := hx
    rw [div_le_iff₀ (by positivity)]
    linarith [(equipartitionError_bounds hx').2]
```

## (e) A weight nearly independent of angle at small $x$

For $s,T,q>0$ and $x=sq/T$, show that

$$\frac{2T}s<W(q)<\frac{2T}s\left(1+\frac{x^2}{12}\right).$$

**Solution.** Drop the positive term $10x/(60+x^2)$ from the lower bound in (b) and multiply by $q$. Since $q\cdot 2/x=2T/s$ and $x/6=(2/x)(x^2/12)$, both bounds follow. The lower one contains no $q$, hence no scattering angle, and is linear in $T$.

The proof follows the same route: `h0` is the weakened lower bound, and `mul_lt_mul_of_pos_left` multiplies by $q$.

When a program evaluates $W(q)$ with the full Bose factor, $e^x-1$ loses digits at small $x$ if the exponential is rounded before the subtraction. A library function such as `expm1` avoids this loss.

```lean
/-- The acoustic weight `q (2N + 1)` exceeds `2T/s`, by a relative amount below `x²/12` with
`x = s q / T`. -/
theorem acousticWeight_bounds {s T q : ℝ} (hs : 0 < s) (hT : 0 < T) (hq : 0 < q) :
    2 * T / s < acousticWeight s T q ∧
      acousticWeight s T q < 2 * T / s * (1 + (s * q / T) ^ 2 / 12) := by
  have hx : 0 < s * q / T := by positivity
  obtain ⟨h1, h2⟩ := two_bose_add_one_bounds hx
  have h0 : 2 / (s * q / T) < 2 * bose (s * q / T) + 1 := by
    have : 0 < 10 * (s * q / T) / (60 + (s * q / T) ^ 2) := by positivity
    linarith
  have e : 2 * T / s = q * (2 / (s * q / T)) := by field_simp
  have e' : ∀ y : ℝ, 0 < y → 2 / y * (y ^ 2 / 12) = y / 6 := by
    intro y hy
    rw [div_mul_div_comm, div_eq_div_iff (by positivity) (by positivity)]
    ring
  unfold acousticWeight
  constructor
  · rw [e]
    exact mul_lt_mul_of_pos_left h0 hq
  · rw [e, mul_assoc, mul_one_add, e' _ hx]
    exact mul_lt_mul_of_pos_left h2 hq
```

## (f) The angular integral

For real $a$ and $b$, show that

$$\int_0^\pi\bigl(a+b(1-\cos\theta)\bigr)(1-\cos\theta)\sin\theta\,d\theta=2a+\frac{8b}3 .$$

**Solution.** Put $v=1-\cos\theta$, so $dv=\sin\theta\,d\theta$ and $v$ runs from 0 to 2:

$$\int_0^2(av+bv^2)\,dv=\left[\frac{av^2}2+\frac{bv^3}3\right]_0^2=2a+\frac{8b}3 .$$

Lean differentiates this antiderivative, written in $\theta$, and applies the fundamental theorem of calculus.

```lean
/-- Angular integral of a weight linear in `1 - cos θ` with the momentum-loss factor. -/
theorem angular_integral (a b : ℝ) :
    ∫ θ in (0 : ℝ)..Real.pi, (a + b * (1 - Real.cos θ)) * ((1 - Real.cos θ) * Real.sin θ)
      = 2 * a + 8 * b / 3 := by
  have hF : ∀ θ : ℝ, HasDerivAt
      (fun y => a / 2 * (1 - Real.cos y) ^ 2 + b / 3 * (1 - Real.cos y) ^ 3)
      ((a + b * (1 - Real.cos θ)) * ((1 - Real.cos θ) * Real.sin θ)) θ := by
    intro θ
    have h : HasDerivAt (fun y => 1 - Real.cos y) (Real.sin θ) θ := by
      simpa using (Real.hasDerivAt_cos θ).const_sub 1
    refine (((h.fun_pow 2).const_mul (a / 2)).fun_add
      ((h.fun_pow 3).const_mul (b / 3))).congr_deriv ?_
    simp only [Nat.cast_ofNat, Nat.reduceSub]
    ring
  rw [intervalIntegral.integral_eq_sub_of_hasDerivAt (fun θ _ => hF θ)
    (Continuous.intervalIntegrable (by fun_prop) _ _)]
  simp only [Real.cos_pi, Real.cos_zero]
  ring
```

## (g) The momentum-relaxation integral

For $s,T,k>0$, show that

$$\frac{4T}s\le R\le\frac{4T}s\left(1+\frac29\left(\frac{sk}T\right)^2\right).$$

**Solution.** From $q=2k\sin(\theta/2)$ we get $q^2=4k^2\sin^2(\theta/2)=2k^2(1-\cos\theta)$. The upper bound in (e) is then $a+b(1-\cos\theta)$ with

$$a=\frac{2T}s,\qquad b=\frac{2T}s\,\frac{(sk/T)^2}6,$$

and the lower bound is $a$. The factor $(1-\cos\theta)\sin\theta$ is nonnegative on $[0,\pi]$, so the inequalities survive multiplication and integration. By (f), the lower integral is $2a=4T/s$, and the upper one adds

$$\frac{8b}3=\frac{4T}s\cdot\frac29\left(\frac{sk}T\right)^2 .$$

In the proof, `l`, `f` and `u` are the lower, actual and upper integrands, and `hpt` orders them pointwise for $0<\theta\le\pi$. The single point $\theta=0$, where $q=0$, does not affect the integral. Integrability of `f` follows from measurability and domination by the continuous function `u`.

In a mobility calculation with this elastic, single-branch model, the bound limits the error of using a relaxation rate linear in $T$ at fixed $k$. With units restored, a code can evaluate $\frac29(\hbar sk/k_BT)^2$ for each electron state, with $k$ measured from the band edge, and use the full Bose factor where this exceeds its tolerance. For $\hbar sk/k_BT=0.1$ the relative correction is at most about $0.22\,\%$. The bound does not cover the error of the elastic approximation itself. That error can be much larger, above all at small $k$, where the electron is hardly faster than sound.

```lean
/-- The momentum-relaxation integral is at least `4T/s`, and exceeds it by a relative amount
of at most `(2/9) (s k / T)²`. -/
theorem relaxationIntegral_bounds {s T k : ℝ} (hs : 0 < s) (hT : 0 < T) (hk : 0 < k) :
    4 * T / s ≤ relaxationIntegral s T k ∧
      relaxationIntegral s T k ≤ 4 * T / s * (1 + 2 / 9 * (s * k / T) ^ 2) := by
  set a := 2 * T / s with ha
  set b := 2 * T / s * (s * k / T) ^ 2 / 6 with hb
  have hapos : 0 < a := by positivity
  let w : ℝ → ℝ := fun θ => (1 - Real.cos θ) * Real.sin θ
  let f : ℝ → ℝ := fun θ => acousticWeight s T (2 * k * Real.sin (θ / 2)) * w θ
  let u : ℝ → ℝ := fun θ => (a + b * (1 - Real.cos θ)) * w θ
  let l : ℝ → ℝ := fun θ => (a + 0 * (1 - Real.cos θ)) * w θ
  -- pointwise bounds, using `q² = 2 k² (1 - cos θ)`
  have hpt : ∀ θ, 0 < θ → θ ≤ Real.pi → 0 ≤ l θ ∧ l θ ≤ f θ ∧ f θ ≤ u θ := by
    intro θ h0 h1
    have hS : 0 < Real.sin (θ / 2) :=
      Real.sin_pos_of_pos_of_lt_pi (by linarith) (by linarith)
    have hcos : Real.cos θ = 1 - 2 * Real.sin (θ / 2) ^ 2 := by
      have h := Real.cos_two_mul (θ / 2)
      rw [show 2 * (θ / 2) = θ by ring] at h
      linarith [Real.sin_sq_add_cos_sq (θ / 2)]
    have hw : 0 ≤ w θ := mul_nonneg (by linarith [Real.cos_le_one θ])
      (Real.sin_nonneg_of_nonneg_of_le_pi h0.le h1)
    obtain ⟨h2, h3⟩ := acousticWeight_bounds hs hT
      (show 0 < 2 * k * Real.sin (θ / 2) by positivity)
    have e : 2 * T / s * (1 + (s * (2 * k * Real.sin (θ / 2)) / T) ^ 2 / 12)
        = a + b * (1 - Real.cos θ) := by
      rw [hcos, hb, ha]
      ring
    rw [e] at h3
    refine ⟨mul_nonneg (by linarith) hw, mul_le_mul_of_nonneg_right (by linarith) hw,
      mul_le_mul_of_nonneg_right h3.le hw⟩
  have hu : IntervalIntegrable u volume 0 Real.pi :=
    Continuous.intervalIntegrable (by fun_prop) _ _
  have hl : IntervalIntegrable l volume 0 Real.pi :=
    Continuous.intervalIntegrable (by fun_prop) _ _
  have hfm : Measurable f := by
    dsimp only [f, w]
    unfold acousticWeight bose
    fun_prop
  -- the scattering integrand is dominated by the continuous upper bound
  have hf : IntervalIntegrable f volume 0 Real.pi := by
    refine hu.mono_fun hfm.aestronglyMeasurable ?_
    refine (ae_restrict_iff' measurableSet_uIoc).2 (ae_of_all _ fun θ hθ => ?_)
    rw [Set.uIoc_of_le Real.pi_pos.le] at hθ
    obtain ⟨h1, h2, h3⟩ := hpt θ hθ.1 hθ.2
    change ‖f θ‖ ≤ ‖u θ‖
    rw [Real.norm_of_nonneg (h1.trans h2), Real.norm_of_nonneg ((h1.trans h2).trans h3)]
    exact h3
  have hlow := intervalIntegral.integral_mono_on_of_le_Ioo Real.pi_pos.le hl hf
    (fun θ hθ => (hpt θ hθ.1 hθ.2.le).2.1)
  have hupp := intervalIntegral.integral_mono_on_of_le_Ioo Real.pi_pos.le hf hu
    (fun θ hθ => (hpt θ hθ.1 hθ.2.le).2.2)
  have el : ∫ θ in (0 : ℝ)..Real.pi, l θ = 2 * a + 8 * 0 / 3 := angular_integral a 0
  have eu : ∫ θ in (0 : ℝ)..Real.pi, u θ = 2 * a + 8 * b / 3 := angular_integral a b
  rw [el] at hlow
  rw [eu] at hupp
  constructor
  · calc 4 * T / s = 2 * a + 8 * 0 / 3 := by rw [ha]; ring
      _ ≤ _ := hlow
  · calc relaxationIntegral s T k ≤ 2 * a + 8 * b / 3 := hupp
      _ = _ := by rw [hb, ha]; ring

end

end AcousticEquipartition
```

```lean
#print axioms AcousticEquipartition.equipartitionError_coefficient
#print axioms AcousticEquipartition.acousticWeight_bounds
#print axioms AcousticEquipartition.relaxationIntegral_bounds
```

```
'AcousticEquipartition.equipartitionError_coefficient' depends on axioms: [propext, Classical.choice, Quot.sound]
'AcousticEquipartition.acousticWeight_bounds' depends on axioms: [propext, Classical.choice, Quot.sound]
'AcousticEquipartition.relaxationIntegral_bounds' depends on axioms: [propext, Classical.choice, Quot.sound]
```
